# For a symmetric, non-negative hopping matrix, the odd moments up to the number of sites decide whether two sublattices exist

Take a molecule or cluster described by a non-interacting tight-binding matrix $H$. If there are no on-site energies and every hop joins sublattice A to sublattice B, reversing the sign of every basis orbital on B turns $H$ into $-H$, so the one-particle spectrum is symmetric about zero energy. A single triangle of bonds rules out such a division. The density of states $\rho(E)=\sum_\alpha\delta(E-E_\alpha)$, summed over the eigenvalues $E_\alpha$ of $H$ with multiplicity, has moments

$$\int E^k\rho(E)\,dE=\sum_\alpha E_\alpha^k=\operatorname{tr}H^k ,$$

and the question is how many of them must be known to tell whether the network has two sublattices.

Let $V$ be the finite set of sites and $|V|$ their number. If $H$ is real and symmetric with entries $H_{ij}\ge 0$, two sublattices exist exactly when $\operatorname{tr}H^k=0$ for every odd $k\le|V|$. Here "two sublattices" means that every non-zero matrix element joins A to B, so on-site energies are excluded as well. Unequal hopping strengths are allowed.

```lean
import Mathlib

open Matrix

namespace FiniteOddMoments

variable {V : Type*} [Fintype V] [DecidableEq V] {H : Matrix V V ℝ}
```

The labelling `s` below names the sublattice of each site. Setting $i=j$ shows that a non-zero on-site energy already violates the condition, so a uniform energy offset has to be subtracted before the criterion is applied. One sublattice may be empty.

```lean
/-- The sites split into two sublattices such that every non-zero matrix element of `H`
joins sites of different sublattices. -/
def TwoSublattice {V : Type*} (H : Matrix V V ℝ) : Prop :=
  ∃ s : V → Bool, ∀ i j, H i j ≠ 0 → s i ≠ s j
```

## Non-negative amplitudes keep closed routes from cancelling

Written out, a matrix element of a power is a sum over routes of $k$ hops,

$$(H^k)_{ij}=\sum_{l_1,\dots,l_{k-1}}H_{il_1}H_{l_1l_2}\cdots H_{l_{k-1}j}.$$

With `hH : ∀ i j, 0 ≤ H i j`, no term is negative. The sum is therefore positive exactly when at least one route has only non-zero hops, and $\operatorname{tr}H^k=0$ means that no closed route of $k$ hops exists. The common convention of hopping $-t$ with $t>0$ and no on-site terms is covered by applying the result to $-H$, since odd moments only change sign. Mixed signs and complex amplitudes, as in a magnetic field, are not covered.

In Lean, induction on $k$ gives the sign of the entries.

```lean
/-- Powers of a matrix with non-negative hopping amplitudes have non-negative entries. -/
theorem pow_entry_nonneg (hH : ∀ i j, 0 ≤ H i j) (k : ℕ) : ∀ i j, 0 ≤ (H ^ k) i j := by
  induction k with
  | zero =>
    intro i j
    rw [pow_zero, Matrix.one_apply]
    split_ifs <;> norm_num
  | succ k ih =>
    intro i j
    rw [pow_succ, Matrix.mul_apply]
    exact Finset.sum_nonneg fun l _ => mul_nonneg (ih i l) (hH l j)
```

Routes can be joined: in $(H^{a+b})_{ij}=\sum_m(H^a)_{im}(H^b)_{mj}$ the term $m=l$ is positive and the others are not negative.

```lean
/-- If `a` hops lead from `i` to `l` and `b` hops from `l` to `j`, then `a + b` hops lead
from `i` to `j`. -/
theorem pow_pos_trans (hH : ∀ i j, 0 ≤ H i j) {a b : ℕ} {i l j : V}
    (h₁ : 0 < (H ^ a) i l) (h₂ : 0 < (H ^ b) l j) : 0 < (H ^ (a + b)) i j := by
  rw [pow_add, Matrix.mul_apply]
  exact Finset.sum_pos'
    (fun m _ => mul_nonneg (pow_entry_nonneg hH a i m) (pow_entry_nonneg hH b m j))
    ⟨l, Finset.mem_univ l, mul_pos h₁ h₂⟩
```

Conversely, a positive entry yields a list of sites `f 0, …, f k`. The induction splits off the last hop: a positive sum of products must contain a positive product.

```lean
/-- A positive entry of `H ^ k` comes from an explicit route of `k` hops. -/
theorem exists_route (hH : ∀ i j, 0 ≤ H i j) (i : V) (k : ℕ) : ∀ j, 0 < (H ^ k) i j →
    ∃ f : ℕ → V, f 0 = i ∧ f k = j ∧ ∀ m < k, 0 < H (f m) (f (m + 1)) := by
  induction k with
  | zero =>
    intro j h
    have hij : i = j := by
      by_contra hne
      rw [pow_zero, Matrix.one_apply_ne hne] at h
      exact lt_irrefl _ h
    exact ⟨fun _ => i, rfl, hij, fun m hm => absurd hm (Nat.not_lt_zero m)⟩
  | succ k ih =>
    intro j h
    rw [pow_succ, Matrix.mul_apply] at h
    obtain ⟨l, hl⟩ : ∃ l, 0 < (H ^ k) i l * H l j := by
      by_contra hno
      exact absurd h (not_lt_of_ge (Finset.sum_nonpos fun l _ =>
        le_of_not_gt fun hl => hno ⟨l, hl⟩))
    have h₁ : 0 < (H ^ k) i l := lt_of_le_of_ne (pow_entry_nonneg hH k i l)
      (fun e => by rw [← e, zero_mul] at hl; exact lt_irrefl _ hl)
    have h₂ : 0 < H l j := lt_of_le_of_ne (hH l j)
      (fun e => by rw [← e, mul_zero] at hl; exact lt_irrefl _ hl)
    obtain ⟨f, f0, fk, hf⟩ := ih l h₁
    have b : ¬ k + 1 ≤ k := by omega
    refine ⟨fun m => if m ≤ k then f m else j, by simp [f0], by simp, fun m hm => ?_⟩
    rcases Nat.lt_or_ge m k with h | h
    · have c : m + 1 ≤ k := h
      simp only [if_pos h.le, if_pos c]
      exact hf m h
    · have e : m = k := by omega
      simp only [e, le_refl, if_true, if_neg b, fk]
      exact h₂
```

Without the sign condition, contributions from different closed routes can cancel. The two-site matrix at the end does exactly this.

## Finitely many sites force a long route to revisit one

Suppose there is a closed route $f_0,f_1,\dots,f_k=f_0$ with $k$ odd and $k>|V|$. The $k$ sites $f_0,\dots,f_{k-1}$ cannot all differ, so $f_a=f_b$ for some $a<b<k$. Cutting there gives an inner loop of $b-a$ hops and an outer loop of $k-(b-a)$ hops. Both are shorter than $k$, and their lengths add up to an odd number, so one of them is odd. Repeating the cut ends with an odd closed route of at most $|V|$ hops.

The repetition is a strong induction on `k`. The auxiliary statement `seg` turns each section of the route back into a positive entry of a power, and the parity of `b - a` selects the loop to keep.

```lean
/-- If some closed route has odd length, then some closed route has odd length at most the
number of sites. -/
theorem short_odd_loop (hH : ∀ i j, 0 ≤ H i j) (k : ℕ) : ∀ u, Odd k → 0 < (H ^ k) u u →
    ∃ m ≤ Fintype.card V, Odd m ∧ ∃ w, 0 < (H ^ m) w w := by
  induction k using Nat.strong_induction_on with
  | _ k ih =>
    intro u ho hu
    by_cases hk : k ≤ Fintype.card V
    · exact ⟨k, hk, ho, u, hu⟩
    obtain ⟨f, f0, fk, hf⟩ := exists_route hH u k u hu
    have seg : ∀ a d, a + d ≤ k → 0 < (H ^ d) (f a) (f (a + d)) := by
      intro a d
      induction d with
      | zero => intro _; simp
      | succ d ihd =>
        intro hd
        have h1 : 0 < (H ^ 1) (f (a + d)) (f (a + d + 1)) := by
          rw [pow_one]; exact hf _ (by omega)
        exact pow_pos_trans hH (ihd (by omega)) h1
    -- a route longer than the number of sites revisits a site
    obtain ⟨a, b, hab, hb, e⟩ : ∃ a b, a < b ∧ b < k ∧ f a = f b := by
      obtain ⟨x, y, hxy, e⟩ := Fintype.exists_ne_map_eq_of_card_lt
        (fun x : Fin k => f x) (by rw [Fintype.card_fin]; omega)
      rcases lt_or_gt_of_ne hxy with h | h
      · exact ⟨x, y, h, y.2, e⟩
      · exact ⟨y, x, h, x.2, e.symm⟩
    -- cut there: an inner loop and an outer loop
    have h1 := seg a (b - a) (by omega)
    rw [show a + (b - a) = b by omega, ← e] at h1
    have h2 := seg 0 a (by omega)
    rw [zero_add, f0] at h2
    have h3 := seg b (k - b) (by omega)
    rw [show b + (k - b) = k by omega, fk, ← e] at h3
    rcases Nat.even_or_odd (b - a) with he | hodd
    · obtain ⟨r, hr⟩ := he
      obtain ⟨t, ht⟩ := ho
      exact ih _ (by omega) u ⟨t - r, by omega⟩ (pow_pos_trans hH h2 h3)
    · exact ih _ (by omega) _ hodd h1
```

Finiteness enters through `Fintype V`, which supplies both the trace and the cutoff `Fintype.card V`. The rings treated below show that no fixed cutoff serves all system sizes.

## Symmetry lets a route be walked backwards

The hypothesis `hs : H.IsSymm` says $H_{ij}=H_{ji}$: for real amplitudes, this is Hermiticity. Every route can then be reversed, and the sites fall into connected clusters.

Assume that no odd closed route exists. Choose a representative $r$ in each cluster and label a site by whether an even number of hops can lead to it from $r$. Suppose that $H_{ij}\neq0$ but $i$ and $j$ have equal labels, and take a route of $k$ hops from $r$ to $i$.

- If $k$ is even, $j$ shares the label of $i$ and is also reached by some even number $l$ of hops. Going $r\to i\to j\to r$ takes $k+1+l$ hops, an odd number.
- If $k$ is odd, $j$ is reached in $k+1$ hops, which is even. Hence $i$ is also reached by some even number $l$ of hops, and $r\to i\to r$ takes $k+l$ hops, again odd.

Both cases contradict the assumption. In the proof, `rev` is the reversal, the equivalence relation `S` describes the clusters, and the final case split is the one above.

```lean
/-- A symmetric non-negative hopping matrix without closed routes of odd length has two
sublattices. -/
theorem twoSublattice_of_no_odd_loop (hH : ∀ i j, 0 ≤ H i j) (hs : H.IsSymm)
    (hl : ∀ k u, Odd k → ¬ 0 < (H ^ k) u u) : TwoSublattice H := by
  classical
  have rev : ∀ {k i j}, 0 < (H ^ k) i j → 0 < (H ^ k) j i := by
    intro k i j h
    have e : (H ^ k)ᵀ = H ^ k := by rw [Matrix.transpose_pow, hs.eq]
    rw [← e]
    exact h
  -- pick one representative site in each connected cluster
  let S : Setoid V := ⟨fun i j => ∃ k, 0 < (H ^ k) i j, ⟨fun i => ⟨0, by simp⟩,
    fun ⟨k, h⟩ => ⟨k, rev h⟩, fun ⟨a, h⟩ ⟨b, h'⟩ => ⟨a + b, pow_pos_trans hH h h'⟩⟩⟩
  obtain ⟨r, hr, hre⟩ : ∃ r : V → V, (∀ v, ∃ k, 0 < (H ^ k) (r v) v) ∧
      ∀ i j, (∃ k, 0 < (H ^ k) i j) → r i = r j :=
    ⟨fun v => (Quotient.mk S v).out,
      fun v => Quotient.exact (s := S) (Quotient.out_eq (Quotient.mk S v)),
      fun i j h => congrArg Quotient.out (Quotient.sound (s := S) h)⟩
  -- label each site by the parity of its distance from the representative
  refine ⟨fun v => decide (∃ k, Even k ∧ 0 < (H ^ k) (r v) v), fun i j hij hc => ?_⟩
  have hiff : (∃ k, Even k ∧ 0 < (H ^ k) (r i) i) ↔ (∃ k, Even k ∧ 0 < (H ^ k) (r j) j) :=
    decide_eq_decide.mp hc
  have step : 0 < (H ^ 1) i j := by
    rw [pow_one]; exact lt_of_le_of_ne (hH i j) (Ne.symm hij)
  rw [← hre i j ⟨1, step⟩] at hiff
  obtain ⟨k, hk⟩ := hr i
  rcases Nat.even_or_odd k with he | ho
  · obtain ⟨l, hle, h⟩ := hiff.mp ⟨k, he, hk⟩
    exact hl _ _ (he.add_one.add_even hle)
      (pow_pos_trans hH (pow_pos_trans hH hk step) (rev h))
  · obtain ⟨l, hle, h⟩ := hiff.mpr ⟨k + 1, ho.add_one, pow_pos_trans hH hk step⟩
    exact hl _ _ (ho.add_even hle) (pow_pos_trans hH hk (rev h))
```

Without symmetry the criterion fails. For three sites with one-way hops $H_{12}=H_{23}=H_{13}=1$ and all other entries zero, $H$ is strictly upper triangular and every moment with $k\ge1$ vanishes, yet the three sites are pairwise linked. This matrix is not Hermitian, so it is a mathematical counter-example and not the Hamiltonian of a closed system; it is worked by hand and not formalised.

## The equivalence, and its form for graphs

If two sublattices exist, each hop changes the sublattice, so a non-zero $(H^k)_{ii}$ requires even $k$. All diagonal entries of odd powers vanish, and with them the odd traces. This direction, `par` in the proof, uses neither the signs nor the symmetry.

If there are no two sublattices, the labelling argument gives an odd closed route, and cutting gives one of $m\le|V|$ hops. Its contribution makes $\operatorname{tr}H^m$ positive, because no other diagonal entry is negative.

```lean
/-- For a symmetric non-negative hopping matrix, two sublattices exist exactly when the odd
moments up to the number of sites vanish. -/
theorem twoSublattice_iff_odd_moments (hH : ∀ i j, 0 ≤ H i j) (hs : H.IsSymm) :
    TwoSublattice H ↔ ∀ k, Odd k → k ≤ Fintype.card V → (H ^ k).trace = 0 := by
  constructor
  · rintro ⟨s, h⟩ k ho _
    -- each hop changes the sublattice
    have par : ∀ i m j, (H ^ m) i j ≠ 0 → (s i = s j ↔ Even m) := by
      intro i m
      induction m with
      | zero =>
        intro j hj
        have e : i = j := by
          by_contra hne
          exact hj (by rw [pow_zero, Matrix.one_apply_ne hne])
        simp [e]
      | succ m ih =>
        intro j hj
        rw [pow_succ, Matrix.mul_apply] at hj
        obtain ⟨l, _, hl⟩ := Finset.exists_ne_zero_of_sum_ne_zero hj
        have hne := h l j (right_ne_zero_of_mul hl)
        rw [Nat.even_add_one, ← ih l (left_ne_zero_of_mul hl)]
        revert hne
        cases s i <;> cases s l <;> cases s j <;> simp
    refine Finset.sum_eq_zero fun i _ => ?_
    by_contra hne
    exact Nat.not_even_iff_odd.mpr ho ((par i k i hne).mp rfl)
  · intro h
    refine twoSublattice_of_no_odd_loop hH hs fun k u ho hu => ?_
    obtain ⟨m, hm, hmo, w, hw⟩ := short_odd_loop hH k u ho hu
    have hpos : 0 < (H ^ m).trace :=
      Finset.sum_pos' (fun i _ => pow_entry_nonneg hH m i i) ⟨w, Finset.mem_univ w, hw⟩
    exact hpos.ne' (h m hmo hm)
```

The adjacency matrix of a simple graph is symmetric with entries 0 and 1, so both hypotheses hold automatically. `G.Colorable 2` means that two colours suffice, which is bipartiteness. The proof translates between colours and sublattice labels.

```lean
/-- A finite simple graph is two-colourable exactly when the traces of the odd powers of its
adjacency matrix vanish up to the number of vertices. -/
theorem colorable_two_iff_odd_moments (G : SimpleGraph V) [DecidableRel G.Adj] :
    G.Colorable 2 ↔
      ∀ k, Odd k → k ≤ Fintype.card V → ((G.adjMatrix ℝ) ^ k).trace = 0 := by
  rw [← twoSublattice_iff_odd_moments
    (fun i j => by rw [SimpleGraph.adjMatrix_apply]; split_ifs <;> norm_num)
    (G.isSymm_adjMatrix)]
  constructor
  · rintro ⟨C⟩
    have key : ∀ a b : Fin 2, (a = 0 ↔ b = 0) → a = b := by decide
    refine ⟨fun v => decide (C v = 0), fun i j hij hc => ?_⟩
    have adj : G.Adj i j := by
      by_contra hn
      exact hij (by simp [hn])
    exact C.valid adj (key _ _ (decide_eq_decide.mp hc))
  · rintro ⟨s, h⟩
    have C : G.Coloring Bool :=
      SimpleGraph.Coloring.mk s (fun {v w} hvw => h v w (by simp [hvw]))
    simpa using C.colorable
```

In a kernel polynomial code, the available quantities are Chebyshev moments $\operatorname{tr}T_k(\tilde H)$ of a rescaled matrix $\tilde H=(H-b)/a$, with $a>0$. For $b=0$, the odd ones up to a given order vanish exactly when the odd power moments do, since for odd $k$ the polynomial $T_k$ is odd and has degree exactly $k$. A shift $b\neq0$ spoils this. Traces estimated with random vectors carry noise, so a small odd moment is not a proof of two sublattices. When the matrix elements themselves are at hand, colouring the network by breadth-first search is the cheaper test.

## An odd ring needs the full cutoff

Number the sites of a ring by integers modulo $n$, with unit hopping between neighbours. For $n=1$ the definition gives one site with on-site element 1.

```lean
/-- Unit hopping between neighbouring sites of a ring of `n` sites. -/
def ringHopping (n : ℕ) : Matrix (ZMod n) (ZMod n) ℝ :=
  fun i j => if j = i + 1 ∨ i = j + 1 then 1 else 0
```

Let $n$ be odd. Along the ring, sublattice labels would have to alternate, so after $n$ steps site 0 would need a label different from its own. Now take a closed route of $k$ hops, $c$ of them backward. Its displacement $k-2c$ must be a multiple of $n$. For $k<n$ we have $|k-2c|\le k<n$, so $k=2c$, which is impossible for odd $k$. All odd moments below $n$ therefore vanish, and for an odd number of sites the cutoff cannot be lowered.

In the proof, `alt` is the alternation and `disp` records the displacement.

```lean
/-- A ring with an odd number `n` of sites does not have two sublattices, yet all its odd
moments of order below `n` vanish. -/
theorem odd_ring_sharp (n : ℕ) [NeZero n] (hn : Odd n) :
    ¬ TwoSublattice (ringHopping n) ∧
      ∀ k, Odd k → k < n → ((ringHopping n) ^ k).trace = 0 := by
  constructor
  · rintro ⟨s, h⟩
    -- the labels alternate and fail to match after one turn
    have alt : ∀ m : ℕ, s (m : ZMod n) = s 0 ↔ Even m := by
      intro m
      induction m with
      | zero => simp
      | succ m ih =>
        have hne := h (m : ZMod n) ((m : ZMod n) + 1) (by simp [ringHopping])
        rw [Nat.even_add_one, ← ih, Nat.cast_add, Nat.cast_one]
        revert hne
        cases s (m : ZMod n) <;> cases s ((m : ZMod n) + 1) <;> cases s 0 <;> simp
    exact Nat.not_even_iff_odd.mpr hn ((alt n).mp (by rw [ZMod.natCast_self]))
  · intro k ho hk
    -- `c` counts the backward hops among `m`
    have disp : ∀ (i : ZMod n) (m : ℕ) (j : ZMod n), ((ringHopping n) ^ m) i j ≠ 0 →
        ∃ c : ℕ, c ≤ m ∧ j = i + (((m : ℤ) - 2 * (c : ℤ) : ℤ) : ZMod n) := by
      intro i m
      induction m with
      | zero =>
        intro j hj
        have e : i = j := by
          by_contra hne
          exact hj (by rw [pow_zero, Matrix.one_apply_ne hne])
        exact ⟨0, le_refl 0, by simp [e]⟩
      | succ m ih =>
        intro j hj
        rw [pow_succ, Matrix.mul_apply] at hj
        obtain ⟨l, _, hl⟩ := Finset.exists_ne_zero_of_sum_ne_zero hj
        obtain ⟨c, hc, e⟩ := ih l (left_ne_zero_of_mul hl)
        have hop : j = l + 1 ∨ l = j + 1 := by
          by_contra hno
          exact right_ne_zero_of_mul hl (if_neg hno)
        push_cast at e
        rcases hop with h | h
        · exact ⟨c, by omega, by push_cast; linear_combination h + e⟩
        · exact ⟨c + 1, by omega, by push_cast; linear_combination e - h⟩
    refine Finset.sum_eq_zero fun i _ => ?_
    by_contra hne
    obtain ⟨c, hc, e⟩ := disp i k i hne
    have hz : (((k : ℤ) - 2 * (c : ℤ) : ℤ) : ZMod n) = 0 := by linear_combination -e
    have hd := (CharP.intCast_eq_zero_iff (ZMod n) n _).mp hz
    have h0 := Int.eq_zero_of_abs_lt_dvd hd (by rw [abs_lt]; constructor <;> omega)
    obtain ⟨t, ht⟩ := ho
    omega
```

## Opposite on-site energies can hide from every odd moment

For two uncoupled sites with energies $1$ and $-1$, $\operatorname{tr}H^k=1+(-1)^k=0$ for all odd $k$. The on-site terms nevertheless violate `TwoSublattice`. The matrix is symmetric and finite, so only the sign condition fails.

```lean
/-- Two uncoupled sites with on-site energies `1` and `-1` have vanishing odd moments of every
order, but no two sublattices in the sense of `TwoSublattice`. -/
theorem signed_counterexample :
    (∀ k, Odd k → ((Matrix.diagonal ![(1 : ℝ), -1]) ^ k).trace = 0) ∧
      ¬ TwoSublattice (Matrix.diagonal ![(1 : ℝ), -1]) := by
  constructor
  · intro k ho
    rw [Matrix.diagonal_pow, Matrix.trace_diagonal]
    simp [Fin.sum_univ_two, ho.neg_one_pow]
  · rintro ⟨s, h⟩
    exact h 0 0 (by simp) rfl

end FiniteOddMoments
```

```lean
#print axioms FiniteOddMoments.twoSublattice_iff_odd_moments
-- 'FiniteOddMoments.twoSublattice_iff_odd_moments' depends on axioms: [propext, Classical.choice, Quot.sound]
#print axioms FiniteOddMoments.colorable_two_iff_odd_moments
-- 'FiniteOddMoments.colorable_two_iff_odd_moments' depends on axioms: [propext, Classical.choice, Quot.sound]
#print axioms FiniteOddMoments.odd_ring_sharp
-- 'FiniteOddMoments.odd_ring_sharp' depends on axioms: [propext, Classical.choice, Quot.sound]
#print axioms FiniteOddMoments.signed_counterexample
-- 'FiniteOddMoments.signed_counterexample' depends on axioms: [propext, Classical.choice, Quot.sound]
```
